# The Berry flux of a massive Dirac cone through a finite disc is never an integer multiple of 2π

To find how a Chern number changes when a gap closes and reopens at a Dirac point, one can expand the Hamiltonian there and count one unit for the cone whose mass changes sign. The file below computes the flux behind that count for an isotropic, non-interacting continuum cone.

```lean
import Mathlib

open Filter Topology

namespace MassiveDiracFlux

noncomputable section

/-- Positive band energy of a Dirac cone of mass `m` at distance `k` from the Dirac point. -/
def energy (m k : ℝ) : ℝ := √(k ^ 2 + m ^ 2)

/-- Berry curvature `m / (2 E³)` of the massive Dirac cone. -/
def curvature (m k : ℝ) : ℝ := m / (2 * energy m k ^ 3)

/-- Berry flux, in units of `2π`, through the disc of radius `R` around the Dirac point,
written as a radial integral. -/
def flux (m R : ℝ) : ℝ := ∫ k in (0 : ℝ)..R, k * curvature m k

/-- A nonzero mass makes the band energy strictly positive at every momentum. -/
theorem energy_pos {m : ℝ} (hm : m ≠ 0) (k : ℝ) : 0 < energy m k :=
  Real.sqrt_pos.2 (by positivity)

/-- The radial flux density is the momentum derivative of `-m / (2 E)`. -/
theorem hasDerivAt_potential {m : ℝ} (hm : m ≠ 0) (k : ℝ) :
    HasDerivAt (fun x => -(m / 2) * (energy m x)⁻¹) (k * curvature m k) k := by
  have hE := (energy_pos hm k).ne'
  -- the group velocity is k / E
  have hs : HasDerivAt (fun x => energy m x) (k / energy m k) k := by
    have h1 : HasDerivAt (fun x : ℝ => x ^ 2 + m ^ 2) (2 * k) k :=
      ((hasDerivAt_pow 2 k).add_const (m ^ 2)).congr_deriv (by norm_num)
    have h2 := h1.sqrt (by positivity : k ^ 2 + m ^ 2 ≠ 0)
    exact h2.congr_deriv (by unfold energy; rw [mul_div_mul_left _ _ two_ne_zero])
  refine ((hs.inv hE).const_mul (-(m / 2))).congr_deriv ?_
  unfold curvature
  field_simp

/-- Closed form of the Berry flux of a Dirac cone inside the momentum cutoff `R`. -/
theorem flux_eq (m R : ℝ) :
    flux m R = Real.sign m / 2 * (1 - |m| / energy m R) := by
  by_cases hm : m = 0
  · subst hm
    simp [flux, curvature]
  have hcont : Continuous (fun k => k * curvature m k) := by
    unfold curvature energy
    refine Continuous.mul continuous_id
      (Continuous.div continuous_const (by fun_prop) (fun k => ?_))
    have : 0 < √(k ^ 2 + m ^ 2) := energy_pos hm k
    positivity
  -- fundamental theorem of calculus
  have h : ∫ k in (0 : ℝ)..R, k * curvature m k =
      -(m / 2) * (energy m R)⁻¹ - -(m / 2) * (energy m 0)⁻¹ :=
    intervalIntegral.integral_eq_sub_of_hasDerivAt
      (fun k _ => hasDerivAt_potential hm k) (hcont.intervalIntegrable 0 R)
  have h0 : energy m 0 = |m| := by simp [energy, Real.sqrt_sq_eq_abs]
  have hE := (energy_pos hm R).ne'
  unfold flux
  rw [h, h0]
  rcases lt_or_gt_of_ne hm with h' | h'
  · rw [Real.sign_of_neg h', abs_of_neg h']
    field_simp
    ring
  · rw [Real.sign_of_pos h', abs_of_pos h']
    field_simp
    ring

/-- Inside any finite disc a gapped Dirac cone carries a nonzero flux of magnitude
strictly below one half. -/
theorem flux_bounds {m R : ℝ} (hm : m ≠ 0) (hR : 0 < R) :
    0 < |flux m R| ∧ |flux m R| < 1 / 2 := by
  have hE := energy_pos hm R
  have hlt : |m| < energy m R := by
    refine Real.lt_sqrt_of_sq_lt ?_
    rw [sq_abs]
    have : 0 < R ^ 2 := by positivity
    linarith
  have hq0 : 0 < |m| / energy m R := div_pos (abs_pos.2 hm) hE
  have hq1 : |m| / energy m R < 1 := (div_lt_one hE).2 hlt
  have hs : |Real.sign m / 2| = 1 / 2 := by
    rcases lt_or_gt_of_ne hm with h | h
    · rw [Real.sign_of_neg h]; norm_num [abs_div]
    · rw [Real.sign_of_pos h]; norm_num [abs_div]
  rw [flux_eq, abs_mul, hs, abs_of_pos (by linarith : 0 < 1 - |m| / energy m R)]
  constructor <;> linarith

/-- The flux of a single gapped Dirac cone through a finite disc is never an integer. -/
theorem flux_ne_int {m R : ℝ} (hm : m ≠ 0) (hR : 0 < R) (n : ℤ) : flux m R ≠ n := by
  intro h
  obtain ⟨h1, h2⟩ := flux_bounds hm hR
  rw [h] at h1 h2
  have hn : n ≠ 0 := by
    rintro rfl
    simp at h1
  have h3 : (1 : ℝ) ≤ |(n : ℝ)| := by exact_mod_cast Int.one_le_abs hn
  linarith

/-- As the momentum cutoff grows, the flux tends to half the sign of the mass. -/
theorem flux_tendsto (m : ℝ) : Tendsto (flux m) atTop (𝓝 (Real.sign m / 2)) := by
  have hE : Tendsto (fun R => energy m R) atTop atTop :=
    tendsto_atTop_mono (fun R => (le_abs_self R).trans
      (Real.abs_le_sqrt (by nlinarith [sq_nonneg m]))) tendsto_id
  have h : Tendsto (fun R => Real.sign m / 2 * (1 - |m| / energy m R)) atTop
      (𝓝 (Real.sign m / 2 * (1 - 0))) :=
    (tendsto_const_nhds.sub (hE.const_div_atTop |m|)).const_mul _
  rw [sub_zero, mul_one] at h
  exact h.congr (fun R => (flux_eq m R).symm)

/-- Exact change of the flux through a disc of radius `R` when the mass is reversed. -/
theorem jump_eq {m : ℝ} (hm : 0 < m) (R : ℝ) :
    flux m R - flux (-m) R = 1 - m / energy m R := by
  have hE : energy (-m) R = energy m R := by simp [energy]
  rw [flux_eq, flux_eq, hE, Real.sign_of_pos hm, Real.sign_of_neg (neg_lt_zero.2 hm),
    abs_neg, abs_of_pos hm]
  ring

/-- At fixed mass, the flux difference between opposite masses tends to one as the
cutoff grows. -/
theorem jump_tendsto_cutoff {m : ℝ} (hm : 0 < m) :
    Tendsto (fun R => flux m R - flux (-m) R) atTop (𝓝 1) := by
  have h := (flux_tendsto m).sub (flux_tendsto (-m))
  rw [Real.sign_of_pos hm, Real.sign_of_neg (neg_lt_zero.2 hm)] at h
  have e : (1 : ℝ) / 2 - (-1) / 2 = 1 := by norm_num
  rwa [e] at h

/-- At any fixed cutoff, the flux difference between opposite masses tends to one as the
gap closes. -/
theorem jump_tendsto_gap_closing {R : ℝ} (hR : 0 < R) :
    Tendsto (fun m => flux m R - flux (-m) R) (𝓝[>] 0) (𝓝 1) := by
  have hc : ContinuousAt (fun m : ℝ => 1 - m / energy m R) 0 := by
    unfold energy
    refine continuousAt_const.sub (continuousAt_id.div (by fun_prop) ?_)
    have : 0 < √(R ^ 2 + (0 : ℝ) ^ 2) := Real.sqrt_pos.2 (by positivity)
    exact this.ne'
  have h : Tendsto (fun m : ℝ => 1 - m / energy m R) (𝓝[>] 0) (𝓝 1) := by
    have h := hc.tendsto.mono_left (nhdsWithin_le_nhds (s := Set.Ioi 0))
    simpa using h
  refine h.congr' ?_
  filter_upwards [self_mem_nhdsWithin] with m hm
  exact (jump_eq hm R).symm

/-- The total flux of finitely many gapped Dirac cones tends to an integer for large cutoff
exactly when the number of cones is even. -/
theorem total_flux_integer_iff_even {ι : Type*} [Fintype ι] (m : ι → ℝ)
    (hm : ∀ i, m i ≠ 0) :
    (∃ n : ℤ, Tendsto (fun R => ∑ i, flux (m i) R) atTop (𝓝 (n : ℝ))) ↔
      Even (Fintype.card ι) := by
  have hlim : Tendsto (fun R => ∑ i, flux (m i) R) atTop (𝓝 (∑ i, Real.sign (m i) / 2)) :=
    tendsto_finsetSum Finset.univ (fun i _ => flux_tendsto (m i))
  -- each cone contributes one half up to an integer
  have hb : ∀ i, ∃ b : ℤ, Real.sign (m i) / 2 = 1 / 2 - (b : ℝ) := by
    intro i
    rcases lt_or_gt_of_ne (hm i) with h | h
    · exact ⟨1, by rw [Real.sign_of_neg h]; norm_num⟩
    · exact ⟨0, by rw [Real.sign_of_pos h]; norm_num⟩
  choose b hb using hb
  obtain ⟨B, hB⟩ : ∃ B : ℤ,
      ∑ i, Real.sign (m i) / 2 = (Fintype.card ι : ℝ) / 2 - (B : ℝ) := by
    refine ⟨∑ i, b i, ?_⟩
    simp only [hb, Finset.sum_sub_distrib, Finset.sum_const, Finset.card_univ,
      nsmul_eq_mul, Int.cast_sum]
    ring
  constructor
  · rintro ⟨n, hn⟩
    have e := tendsto_nhds_unique hn hlim
    rw [hB] at e
    have h : (Fintype.card ι : ℝ) = 2 * ((n : ℝ) + B) := by linarith
    have h' : (Fintype.card ι : ℤ) = 2 * (n + B) := by exact_mod_cast h
    rw [Nat.even_iff]
    omega
  · rintro ⟨k, hk⟩
    refine ⟨(k : ℤ) - B, ?_⟩
    have e : (((k : ℤ) - B : ℤ) : ℝ) = ∑ i, Real.sign (m i) / 2 := by
      rw [hB, hk]
      push_cast
      ring
    rw [e]
    exact hlim

end

end MassiveDiracFlux
```

```lean
#print axioms MassiveDiracFlux.flux_ne_int
-- 'MassiveDiracFlux.flux_ne_int' depends on axioms: [propext, Classical.choice, Quot.sound]
#print axioms MassiveDiracFlux.jump_tendsto_cutoff
-- 'MassiveDiracFlux.jump_tendsto_cutoff' depends on axioms: [propext, Classical.choice, Quot.sound]
#print axioms MassiveDiracFlux.jump_tendsto_gap_closing
-- 'MassiveDiracFlux.jump_tendsto_gap_closing' depends on axioms: [propext, Classical.choice, Quot.sound]
#print axioms MassiveDiracFlux.total_flux_integer_iff_even
-- 'MassiveDiracFlux.total_flux_integer_iff_even' depends on axioms: [propext, Classical.choice, Quot.sound]
```

Let m be the mass, k the distance from the Dirac point and R the radius of a disc around it, all real and in units with ħv = 1. The definitions `energy`, `curvature` and `flux` are

E(k) = √(k² + m²)

Ω(k) = m/(2E(k)³)

c(m,R) = ∫₀ᴿ k Ω(k) dk.

The theorem `flux_eq` gives the closed form

c(m,R) = (sign(m)/2)(1 − |m|/E(R)).

For m ≠ 0 and R > 0, `flux_bounds` states 0 < |c| < 1/2, and `flux_ne_int` concludes that c equals no integer, zero included. As R → ∞, c tends to sign(m)/2 (`flux_tendsto`). The difference c(m,R) − c(−m,R) tends to 1 in two ways: as R → ∞ at fixed m > 0, and as m → 0 from above at fixed R > 0. For a finite family of cones with nonzero masses, the summed flux has an integer limit as R → ∞ exactly when the number of cones is even.

The curvature is that of the lower band of H = kₓσₓ + k_yσ_y + mσ_z, with Berry connection i⟨u|∇u⟩; the upper band has the opposite sign. The file takes this formula as its definition and does not derive it from the eigenstates. The angular integral over the disc gives 2π, so c is the flux in units of 2π. There is no Brillouin zone in the model. In a lattice calculation, the rest of the zone must supply what a single cone lacks to make an integer, and if it stays gapped its contribution varies continuously through the transition.

The closed form follows from one derivative. Since dE/dk = k/E,

d/dk [−m/(2E)] = (m/(2E²))(k/E) = k Ω(k).

Integrating from 0 to R, with E(0) = |m|, gives

c(m,R) = m/(2|m|) − m/(2E(R)),

and m = sign(m)|m| turns this into the stated formula. In Lean, `hasDerivAt_potential` is the derivative and `flux_eq` the integration, finished separately for negative and positive m. At m = 0 both sides vanish.

The proof turns on Mathlib's `intervalIntegral.integral_eq_sub_of_hasDerivAt`, a form of the fundamental theorem of calculus. It asks for two things: a derivative at every point of the interval, endpoints included, and integrability of that derivative. The first is `hasDerivAt_potential`; the second comes from continuity of the integrand. The proofs of both use m ≠ 0, which keeps E positive even at k = 0 (`energy_pos`); the case m = 0 is handled separately.

For m ≠ 0 and R > 0 we have 0 < |m| < E(R), so 1 − |m|/E(R) lies strictly between 0 and 1, and half of it lies strictly between 0 and 1/2. A nonzero integer has magnitude at least 1, and zero is excluded by the lower bound. Because E(R) ≥ R, the ratio |m|/E(R) vanishes as R grows, which gives the limit sign(m)/2.

For m > 0, subtracting the closed forms gives the exact jump (`jump_eq`)

c(m,R) − c(−m,R) = 1 − m/E(R).

The large-R limit is 1/2 − (−1/2) = 1. For the gap-closing limit, the right-hand side is continuous at m = 0 and equals 1 there; the proof restricts it to m > 0, where `jump_eq` applies.

Take m = 3 and R = 4. Then E(R) = 5 and

c(3,4) = (1/2)(1 − 3/5) = 1/5, c(−3,4) = −1/5.

The jump is 2/5, well short of 1. To reach 0.99 at this mass, E(R) must be 300, so R is about 100 times the mass. A small patch around the Dirac point therefore gives a poor estimate of the unit jump unless the gap is small compared with the patch.

With several cones, the sign of each mᵢ refers to the form of H given above. A cone of opposite chirality, −kₓσₓ + k_yσ_y + Mσ_z, has the opposite curvature and enters with mᵢ = −M. In graphene with a staggered sublattice potential, the two valleys have the same M but opposite chirality, so their fluxes cancel. For N cones, each integrated over its own disc of radius R, write sign(mᵢ)/2 = 1/2 − bᵢ, with bᵢ = 0 for positive mass and 1 for negative mass. With B = Σᵢ bᵢ, the summed limit is

N/2 − B.

If this equals an integer n, then N = 2(n + B) is even; if N = 2k for an integer k, the limit is the integer k − B. In `total_flux_integer_iff_even`, uniqueness of limits supplies the equation needed for the first direction.
